# Upper bounds on the lowest Hückel level from site coordination

For the Hückel Hamiltonian H = −A of a finite simple graph with n ≥ 1 sites, where A is the adjacency matrix and dᵢ the number of neighbours of site i, the lowest eigenvalue E0 satisfies

E0 ≤ −√(max dᵢ)  and  E0 ≤ −√(∑ dᵢ² / n).

In this non-interacting model with equal site energies and equal hoppings, counting neighbours thus limits how high the lowest one-electron level can lie.

## Model and trial vector

In Lean 4 with Mathlib:

```lean
import Mathlib

open Matrix

namespace HuckelCoordination

variable {V : Type*} [Fintype V] [DecidableEq V] (G : SimpleGraph V) [DecidableRel G.Adj]
```

`V` is the finite set of sites and `G` the bond pattern. A `SimpleGraph` has no loops and at most one edge between two sites. An edge means that the two sites are coupled by hopping, whether the chemical bond is drawn as single or double.

```lean
/-- The Hückel Hamiltonian `H = -A` of a graph, with site energy zero and hopping energy `-1`. -/
def hamiltonian : Matrix V V ℝ := -G.adjMatrix ℝ
```

The energy zero is the common site energy, and the unit is the hopping strength. The orbitals are orthonormal.

```lean
omit [Fintype V] [DecidableEq V] in
/-- The Hückel Hamiltonian is Hermitian. -/
theorem hamiltonian_isHermitian : (hamiltonian G).IsHermitian := by
  unfold Matrix.IsHermitian
  rw [conjTranspose_eq_transpose_of_trivial]
  simp [hamiltonian]
```

H is real and symmetric, so the spectral theorem supplies real eigenvalues and an orthonormal eigenbasis.

```lean
/-- The ground-state energy `E0`: the least eigenvalue of the Hamiltonian, for a graph with at
least one site. -/
noncomputable def groundEnergy : ℝ := ⨅ i, (hamiltonian_isHermitian G).eigenvalues i
```

The symbol `⨅` takes the infimum of the eigenvalues, here their minimum. E0 is an orbital energy, not the total energy of a filled molecule.

```lean
/-- The star trial vector: amplitude `√d` on the site `v` of degree `d`, amplitude `1` on its
neighbours, and zero elsewhere. -/
noncomputable def starTrial (v : V) : V → ℝ := fun w =>
  if w = v then √(G.degree v : ℝ) else if G.Adj v w then 1 else 0
```

A vector is a function `V → ℝ`. For d > 0 the star vector ψ has squared norm d + d = 2d. Normalised, its amplitudes are 1/√2 on `v` and 1/√(2d) on each neighbour.

## Energies between E0 and −E0

```lean
omit [DecidableEq V] in
/-- The Hamiltonian replaces the amplitude on a site by minus the sum over its neighbours. -/
theorem hamiltonian_mulVec_apply (x : V → ℝ) (w : V) :
    (hamiltonian G *ᵥ x) w = -∑ u ∈ G.neighborFinset w, x u := by
  simp [hamiltonian, Matrix.neg_mulVec, SimpleGraph.adjMatrix_mulVec_apply]
```

Here `*ᵥ` applies a matrix to a vector:

(Hx)_w = −∑ x_u, summed over the neighbours u of w.

```lean
omit [DecidableEq V] in
/-- The Hamiltonian can be moved from one side of the scalar product to the other. -/
theorem dotProduct_hamiltonian (x y : V → ℝ) :
    x ⬝ᵥ (hamiltonian G *ᵥ y) = (hamiltonian G *ᵥ x) ⬝ᵥ y := by
  have hT : (hamiltonian G)ᵀ = hamiltonian G := by simp [hamiltonian]
  rw [Matrix.dotProduct_mulVec, ← Matrix.mulVec_transpose, hT]
```

With `⬝ᵥ` as the scalar product, this is x·Hy = Hx·y, by symmetry of H.

```lean
/-- Rayleigh-Ritz principle: the energy of a trial vector is at least `E0` times its squared
norm. -/
theorem rayleigh_ritz (x : V → ℝ) :
    groundEnergy G * (x ⬝ᵥ x) ≤ x ⬝ᵥ (hamiltonian G *ᵥ x) := by
  have hH := hamiltonian_isHermitian G
  let b := hH.eigenvectorBasis
  have hin : ∀ u w : EuclideanSpace ℝ V, inner ℝ u w = u.ofLp ⬝ᵥ w.ofLp := by
    intro u w
    simp [PiLp.inner_apply, dotProduct, mul_comm]
  have hc : ∀ i, (b i).ofLp ⬝ᵥ (hamiltonian G *ᵥ x)
      = hH.eigenvalues i * ((b i).ofLp ⬝ᵥ x) := by
    intro i
    rw [dotProduct_hamiltonian, hH.mulVec_eigenvectorBasis i, smul_dotProduct, smul_eq_mul]
  -- expansion of scalar products in the eigenbasis
  have e : ∀ y : V → ℝ, x ⬝ᵥ y = ∑ i, ((b i).ofLp ⬝ᵥ x) * ((b i).ofLp ⬝ᵥ y) := by
    intro y
    have h := b.sum_inner_mul_inner (WithLp.toLp 2 x) (WithLp.toLp 2 y)
    simp only [hin] at h
    refine h.symm.trans (Finset.sum_congr rfl fun i _ => ?_)
    exact congrArg₂ (· * ·) (dotProduct_comm _ _) rfl
  rw [e x, e (hamiltonian G *ᵥ x), Finset.mul_sum]
  refine Finset.sum_le_sum fun i _ => ?_
  rw [hc]
  have hi : groundEnergy G ≤ hH.eigenvalues i := ciInf_le (Set.finite_range _).bddBelow i
  nlinarith [mul_le_mul_of_nonneg_right hi (mul_self_nonneg ((b i).ofLp ⬝ᵥ x))]
```

This is the variational principle, with no normalisation required. Let bᵢ be the eigenvectors, εᵢ their eigenvalues and cᵢ = bᵢ·x. Then

x·Hx = ∑ εᵢcᵢ² ≥ E0 ∑ cᵢ² = E0 (x·x).

In the proof, `hc` gives bᵢ·Hx = εᵢcᵢ, `e` expands the scalar products, and `Finset.sum_le_sum` compares the sums term by term.

```lean
/-- The energy of a vector is at most `-E0` times its squared norm. -/
theorem energy_le_neg_groundEnergy (x : V → ℝ) :
    x ⬝ᵥ (hamiltonian G *ᵥ x) ≤ -groundEnergy G * (x ⬝ᵥ x) := by
  have hq : ∀ z : V → ℝ, z ⬝ᵥ (hamiltonian G *ᵥ z)
      = -∑ i, ∑ j, G.adjMatrix ℝ i j * (z i * z j) := by
    intro z
    simp only [hamiltonian, Matrix.neg_mulVec, dotProduct_neg]
    congr 1
    simp only [dotProduct, mulVec, Finset.mul_sum]
    exact Finset.sum_congr rfl fun i _ => Finset.sum_congr rfl fun j _ => by ring
  -- the trial vector of absolute values
  obtain ⟨y, hy⟩ : ∃ y : V → ℝ, ∀ i, y i = |x i| := ⟨fun i => |x i|, fun _ => rfl⟩
  have hn : y ⬝ᵥ y = x ⬝ᵥ x := by simp [dotProduct, hy]
  have h := rayleigh_ritz G y
  rw [hq, hn] at h
  rw [hq]
  have hle : -∑ i, ∑ j, G.adjMatrix ℝ i j * (x i * x j)
      ≤ ∑ i, ∑ j, G.adjMatrix ℝ i j * (y i * y j) := by
    rw [← Finset.sum_neg_distrib]
    refine Finset.sum_le_sum fun i _ => ?_
    rw [← Finset.sum_neg_distrib]
    refine Finset.sum_le_sum fun j _ => ?_
    have hA : 0 ≤ G.adjMatrix ℝ i j := by
      rw [SimpleGraph.adjMatrix_apply]
      split_ifs <;> norm_num
    have hxy : -(x i * x j) ≤ y i * y j := by
      rw [hy, hy, ← abs_mul]
      exact neg_le_abs _
    nlinarith [mul_le_mul_of_nonneg_left hxy hA]
  linarith
```

Let y be the vector of absolute values, yᵢ = |xᵢ|. It has the same norm as x, and since Aᵢⱼ ≥ 0,

x·Hx = −∑ Aᵢⱼxᵢxⱼ ≤ ∑ Aᵢⱼyᵢyⱼ = −y·Hy ≤ −E0 (x·x).

The last step is the variational principle for y.

```lean
/-- The Hamiltonian stretches the squared norm of a vector by at most `E0²`. -/
theorem hamiltonian_norm_le (x : V → ℝ) :
    (hamiltonian G *ᵥ x) ⬝ᵥ (hamiltonian G *ᵥ x) ≤ groundEnergy G ^ 2 * (x ⬝ᵥ x) := by
  have hs := dotProduct_hamiltonian G x (hamiltonian G *ᵥ x)
  obtain ⟨y, hy⟩ : ∃ y, y = hamiltonian G *ᵥ x := ⟨_, rfl⟩
  rw [← hy] at hs ⊢
  -- polarization with the vectors `a x + H x` and `a x - H x`
  have pol : ∀ a : ℝ, 4 * a * (y ⬝ᵥ y)
      ≤ -2 * groundEnergy G * (a ^ 2 * (x ⬝ᵥ x) + y ⬝ᵥ y) := by
    intro a
    have h1 := energy_le_neg_groundEnergy G (a • x + y)
    have h2 := rayleigh_ritz G (a • x - y)
    simp only [mulVec_add, mulVec_sub, mulVec_smul, add_dotProduct, sub_dotProduct,
      dotProduct_add, dotProduct_sub, smul_dotProduct, dotProduct_smul, smul_eq_mul,
      ← hy, hs, dotProduct_comm y x] at h1 h2
    linarith
  have hx : 0 ≤ x ⬝ᵥ x := Finset.sum_nonneg fun i _ => mul_self_nonneg (x i)
  have hyy : 0 ≤ y ⬝ᵥ y := Finset.sum_nonneg fun i _ => mul_self_nonneg (y i)
  rcases lt_or_ge (groundEnergy G) 0 with hE | hE
  · have h := pol (-groundEnergy G)
    have hpos : 0 < -groundEnergy G := by linarith
    refine le_of_mul_le_mul_left ?_ hpos
    linarith
  · have h := pol 1
    nlinarith [mul_nonneg hE (add_nonneg hx hyy), mul_nonneg (sq_nonneg (groundEnergy G)) hx]
```

Now let y = Hx, so that x·Hy = y·y. For real a, apply the upper bound to ax + y and the lower bound to ax − y, then subtract:

4a (y·y) ≤ −2E0 (a² x·x + y·y).

This is `pol`. If E0 < 0, set a = −E0 and divide by −2E0:

2 y·y ≤ E0² x·x + y·y,

which is the claim. If E0 ≥ 0, a = 1 forces y·y = 0, and the claim holds again.

## The two coordination bounds

```lean
/-- The star trial vector on a site of degree `d` has energy at most `-√d` times its squared
norm. -/
theorem starTrial_energy_le (v : V) :
    starTrial G v ⬝ᵥ (hamiltonian G *ᵥ starTrial G v)
      ≤ -√(G.degree v : ℝ) * (starTrial G v ⬝ᵥ starTrial G v) := by
  have hself : starTrial G v v = √(G.degree v : ℝ) := by simp [starTrial]
  have hnn : ∀ u, 0 ≤ starTrial G v u := by
    intro u
    unfold starTrial
    split_ifs <;> positivity
  have hsum : ∑ u ∈ G.neighborFinset v, starTrial G v u = (G.degree v : ℝ) := by
    calc _ = ∑ u ∈ G.neighborFinset v, (1 : ℝ) := Finset.sum_congr rfl fun u hu => by
            have h : G.Adj v u := by simpa using hu
            simp [starTrial, h, h.ne']
      _ = _ := by simp
  have hsq : √(G.degree v : ℝ) * √(G.degree v : ℝ) = G.degree v :=
    Real.mul_self_sqrt (Nat.cast_nonneg _)
  -- the inequality holds site by site
  simp only [dotProduct, Finset.mul_sum]
  refine Finset.sum_le_sum fun w _ => ?_
  rw [hamiltonian_mulVec_apply]
  by_cases hw : w = v
  · rw [hw, hsum, hself, hsq]
    linarith
  · by_cases ha : G.Adj v w
    · have h1 : starTrial G v w = 1 := by simp [starTrial, hw, ha]
      have hm : v ∈ G.neighborFinset w := by simpa using ha.symm
      have h2 := Finset.single_le_sum (f := starTrial G v) (fun u _ => hnn u) hm
      rw [hself] at h2
      rw [h1]
      linarith
    · have h0 : starTrial G v w = 0 := by simp [starTrial, hw, ha]
      simp [h0]
```

Compare ψ_w(Hψ)_w with −√d ψ_w² at each site w:

- At w = v, the neighbours sum to d, so both sides equal −d√d.
- At a neighbour of v, (Hψ)_w ≤ −√d, because v contributes √d and any other neighbours contribute nonnegative amounts.
- Elsewhere ψ_w = 0, and both sides vanish.

Summing gives ψ·Hψ ≤ −√d (ψ·ψ). The two `by_cases` commands make this division into cases.

```lean
/-- Each site of degree `d` gives the bound `E0 ≤ -√d`. -/
theorem groundEnergy_le_neg_sqrt_degree (v : V) :
    groundEnergy G ≤ -√(G.degree v : ℝ) := by
  rcases (G.degree v).eq_zero_or_pos with h | h
  · -- an isolated site: only `E0 ≤ 0` is needed
    have hp : 0 < (fun _ : V => (1 : ℝ)) ⬝ᵥ (fun _ => 1) :=
      Finset.sum_pos (fun _ _ => by norm_num) ⟨v, Finset.mem_univ v⟩
    have h1 := (rayleigh_ritz G fun _ => 1).trans (energy_le_neg_groundEnergy G fun _ => 1)
    have h2 := le_of_mul_le_mul_right h1 hp
    rw [h, Nat.cast_zero, Real.sqrt_zero]
    linarith
  · have h1 : starTrial G v v * starTrial G v v ≤ starTrial G v ⬝ᵥ starTrial G v :=
      Finset.single_le_sum (f := fun w => starTrial G v w * starTrial G v w)
        (fun w _ => mul_self_nonneg _) (Finset.mem_univ v)
    have hself : starTrial G v v = √(G.degree v : ℝ) := by simp [starTrial]
    rw [hself, Real.mul_self_sqrt (Nat.cast_nonneg _)] at h1
    have hd : (0 : ℝ) < G.degree v := Nat.cast_pos.2 h
    exact le_of_mul_le_mul_right ((rayleigh_ritz G _).trans (starTrial_energy_le G v))
      (hd.trans_le h1)
```

For d > 0, the variational principle gives E0 (ψ·ψ) ≤ −√d (ψ·ψ), and ψ·ψ > 0 can be divided out. For d = 0 the star vector is zero. The uniform vector then gives E0 n ≤ −E0 n, hence E0 ≤ 0.

```lean
/-- Coordination bounds: `E0` is at most minus the square root of the largest degree, and at most
minus the root-mean-square degree. -/
theorem coordination_bounds [Nonempty V] :
    groundEnergy G ≤ -√(G.maxDegree : ℝ) ∧
      groundEnergy G ≤ -√((∑ i, (G.degree i : ℝ) ^ 2) / Fintype.card V) := by
  obtain ⟨v, hv⟩ := G.exists_maximal_degree_vertex
  have hmax := groundEnergy_le_neg_sqrt_degree G v
  refine ⟨by rw [hv]; exact hmax, ?_⟩
  -- the uniform vector in the norm bound
  have h := hamiltonian_norm_le G (fun _ => 1)
  have hs : (hamiltonian G *ᵥ fun _ => 1) ⬝ᵥ (hamiltonian G *ᵥ fun _ => 1)
      = ∑ i, (G.degree i : ℝ) ^ 2 := by
    simp [dotProduct, hamiltonian_mulVec_apply, sq]
  have hp : (fun _ : V => (1 : ℝ)) ⬝ᵥ (fun _ => 1) = Fintype.card V := by simp [dotProduct]
  rw [hs, hp] at h
  have hn : (0 : ℝ) < Fintype.card V := Nat.cast_pos.2 Fintype.card_pos
  have hE : 0 ≤ -groundEnergy G := by linarith [Real.sqrt_nonneg (G.degree v : ℝ)]
  have hr : √((∑ i, (G.degree i : ℝ) ^ 2) / Fintype.card V) ≤ -groundEnergy G := by
    refine Real.sqrt_le_iff.2 ⟨hE, ?_⟩
    rw [div_le_iff₀ hn, neg_sq]
    exact h
  linarith

end HuckelCoordination
```

```lean
#print axioms HuckelCoordination.coordination_bounds
```

```
'HuckelCoordination.coordination_bounds' depends on axioms: [propext, Classical.choice, Quot.sound]
```

`[Nonempty V]` says that there is at least one site, and `∧` joins the two bounds. The first uses a site of largest degree. For the second, the uniform vector u with all entries 1 has (Hu)ᵢ = −dᵢ, so the norm bound reads

∑ dᵢ² ≤ E0² n.

Since E0 ≤ 0, taking the square root gives the result.

## Unequal hoppings and a numerical check

The star argument adapts to Hᵢⱼ = −tᵢⱼ with symmetric tᵢⱼ ≥ 0 and tᵢᵢ = 0. Put s = √(∑ⱼ tᵥⱼ²) on site v and tᵥⱼ on each other site j; for s > 0 the same comparison by hand yields E0 ≤ −s. For s = 0 this vector is zero, but the unit vector on site v has energy Hᵥᵥ = 0, which gives E0 ≤ 0.

In a NumPy calculation, the row sums of `A` are the degrees, and `numpy.linalg.eigvalsh(-A)[0]` should respect both bounds up to rounding. A sign error can show up here: for a triangle, diagonalising +A gives a lowest eigenvalue of −1, above the star bound −√2. With site energy α and hopping β < 0, the star bound becomes α − |β|√(max dᵢ).
